# A complex square matrix is similar to a real one exactly when it commutes with an antilinear involution

## Conjugation, symmetry and real form

Let $H$ be a complex $n\times n$ matrix, for instance the Hamiltonian of finitely many coupled modes. It need not be Hermitian. A bar denotes complex conjugation of every entry, without transposition, so $\bar H$ is not the adjoint of $H$. For a vector $v$, $\bar v$ is likewise the entrywise conjugate. This conjugation refers to the basis in which the matrices are written.

In the code, `n` is a finite type that labels the basis states, and the number of its elements is the dimension. Any finite size is allowed, including zero.

```lean
import Mathlib

open Matrix Complex

namespace AntilinearSymmetryRealForm

noncomputable section

variable {n : Type*} [Fintype n] [DecidableEq n]
```

Entrywise conjugation respects sums and products: $\overline{A+B}=\bar A+\bar B$ and $\overline{AB}=\bar A\,\bar B$, with the order of the factors kept. It also fixes the identity matrix. Defining `conjMat` as a ring homomorphism makes all these rules available at once.

```lean
/-- Entrywise complex conjugation of a square matrix, as a ring homomorphism. -/
def conjMat : Matrix n n ℂ →+* Matrix n n ℂ := (starRingEnd ℂ).mapMatrix
```

A matrix $U$ defines an antilinear map $\theta v=U\bar v$. Applying it twice gives $\theta^2v=U\,\overline{U\bar v}=U\bar U v$, so $\theta^2=1$ means

$$U\bar U=1 .$$

Similarly, $\theta Hv=U\bar H\bar v$ and $H\theta v=HU\bar v$, so $\theta$ commutes with $H$ when

$$U\bar H=HU .$$

These equations are the two fields of `IsAntilinearSymmetry`. They describe an antilinear symmetry of the PT type, in which a linear operation such as the exchange of two sites is combined with complex conjugation. Nothing requires $U$ to be unitary.

```lean
/-- The antilinear map `v ↦ U conj(v)` squares to one and commutes with `H`. -/
structure IsAntilinearSymmetry (U H : Matrix n n ℂ) : Prop where
  involutive : U * conjMat U = 1
  commutes : U * conjMat H = H * U
```

The other side of the equivalence says that $H=SRS^{-1}$ for some invertible complex $S$ and some real $R$. The type `(Matrix n n ℂ)ˣ` contains the invertible matrices, each bundled with its inverse. The real matrix has type `Matrix n n ℝ` and is turned into a complex one by `R.map Complex.ofRealHom`. The columns of $S$ are the new basis vectors, and they need not be orthogonal.

```lean
/-- Some invertible change of basis `S` turns `H` into a matrix `R` with real entries. -/
def IsSimilarToReal (H : Matrix n n ℂ) : Prop :=
  ∃ (S : (Matrix n n ℂ)ˣ) (R : Matrix n n ℝ),
    H = (S : Matrix n n ℂ) * R.map Complex.ofRealHom * ((S⁻¹ : (Matrix n n ℂ)ˣ) : Matrix n n ℂ)
```

Two further rules for conjugation are used below. A scalar $c$ comes out conjugated, $\overline{cA}=\bar c\,\bar A$:

```lean
/-- Conjugation of matrices is antilinear. -/
lemma conjMat_smul (c : ℂ) (A : Matrix n n ℂ) :
    conjMat (c • A) = (starRingEnd ℂ) c • conjMat A := by
  ext i j
  simp [conjMat]
```

Conjugating twice changes nothing, $\bar{\bar A}=A$:

```lean
/-- Conjugating a matrix twice gives it back. -/
lemma conjMat_conjMat (A : Matrix n n ℂ) : conjMat (conjMat A) = A := by
  ext i j
  simp [conjMat]
```

## From a complex parameter to a real one

The change of basis will be sought in a family of matrices with one real parameter, so an invertible member has to be found at a real parameter value. Consider $A+zB$ with fixed matrices $A$ and $B$. Its determinant

$$p(z)=\det(A+zB)$$

is a polynomial in $z$. Suppose that $p(z_0)\neq0$ at one complex number $z_0$. If $p(t)$ vanished for every real $t$, then $p$ would have infinitely many roots and would be the zero polynomial, contradicting $p(z_0)\ne0$. Hence $p(t)\neq0$ for some real $t$.

The proof in Lean builds a matrix `M` whose entries are the polynomials $A_{ij}+XB_{ij}$. The step `key` shows that evaluating $\det M$ at $z$ gives $\det(A+zB)$, because evaluation is a ring homomorphism and therefore passes through the determinant. The rest is the argument by contradiction, with the real numbers embedded in $\mathbb C$ as the infinite set of roots.

```lean
/-- A matrix pencil `A + z B` that is invertible at one complex `z` is invertible at some
real parameter. -/
theorem exists_real_det_ne_zero (A B : Matrix n n ℂ) (z₀ : ℂ) (h₀ : (A + z₀ • B).det ≠ 0) :
    ∃ t : ℝ, (A + (t : ℂ) • B).det ≠ 0 := by
  -- the determinant is a polynomial in the parameter
  let M : Matrix n n (Polynomial ℂ) :=
    Matrix.of fun i j => Polynomial.C (A i j) + Polynomial.X * Polynomial.C (B i j)
  have key : ∀ z : ℂ, M.det.eval z = (A + z • B).det := by
    intro z
    have h := RingHom.map_det (Polynomial.evalRingHom z) M
    rw [← Polynomial.coe_evalRingHom, h]
    congr 1
    ext i j
    simp [M]
    ring
  by_contra hcon
  push Not at hcon
  -- vanishing at every real number would make it the zero polynomial
  have hinf : Set.Infinite {x | Polynomial.IsRoot M.det x} :=
    Set.infinite_of_injective_forall_mem Complex.ofReal_injective
      (fun t : ℝ => (key t).trans (hcon t))
  have hz := Polynomial.eq_zero_of_infinite_isRoot _ hinf
  apply h₀
  rw [← key, hz, Polynomial.eval_zero]
```

## An invertible combination of the identity and U

For any $U$, set $A=1+U$ and $B=i(1-U)$. At $z_0=-i$,

$$A+z_0B=(1+U)+(-i)\,i\,(1-U)=(1+U)+(1-U)=2\cdot 1 ,$$

whose determinant is $2^n\neq0$. The previous step supplies a real $t$ for which $A+tB$ is invertible. With $c=1+it$ and $\bar c=1-it$,

$$c+\bar c\,U=(1+it)+(1-it)U=(1+U)+t\,i(1-U)=A+tB .$$

So $c+\bar c\,U$ is invertible for this $c$. The condition $U\bar U=1$ has not been used yet.

The equations `e` and `e2` in the proof are the two displayed identities. The last line translates a nonzero determinant into invertibility.

```lean
/-- For every matrix `U` there is a complex number `c` such that `c + conj(c) U` is
invertible. -/
theorem exists_isUnit_combination (U : Matrix n n ℂ) :
    ∃ c : ℂ, IsUnit (c • (1 : Matrix n n ℂ) + (starRingEnd ℂ) c • U) := by
  have e : (1 + U) + (-I) • (I • (1 - U)) = (2 : ℂ) • (1 : Matrix n n ℂ) := by
    have hI : -I * I = 1 := by simp
    rw [smul_smul, hI]
    module
  obtain ⟨t, ht⟩ := exists_real_det_ne_zero (1 + U) (I • (1 - U)) (-I) (by
    rw [e, Matrix.det_smul, Matrix.det_one, mul_one]
    exact pow_ne_zero _ two_ne_zero)
  refine ⟨1 + I * t, ?_⟩
  have hc : (starRingEnd ℂ) (1 + I * t) = 1 - I * t := by
    simp [sub_eq_add_neg]
  have e2 : (1 + I * (t : ℂ)) • (1 : Matrix n n ℂ) + (1 - I * (t : ℂ)) • U
      = (1 + U) + (t : ℂ) • (I • (1 - U)) := by
    module
  rw [hc, e2]
  exact (Matrix.isUnit_iff_isUnit_det _).mpr (isUnit_iff_ne_zero.mpr ht)
```

## The involution as plain conjugation in another basis

Now let $U\bar U=1$, and take $S=c+\bar c\,U$ with $c$ chosen as above. Then $\bar S=\bar c+c\,\bar U$, and

$$U\bar S=\bar c\,U+c\,U\bar U=\bar c\,U+c=S .$$

Read column by column, this says that every column $s$ of $S$ satisfies $U\bar s=s$, so the new basis vectors are fixed by $\theta$. Conjugating $SS^{-1}=1$ gives $\bar S\,\overline{S^{-1}}=1$, and therefore

$$U=U\bar S\,\overline{S^{-1}}=S\,\overline{S^{-1}}=S\bar S^{-1}.$$

The theorem records both the form of $S$ and this factorisation. In its proof, `h` is $U\bar S=S$, `h2` is $\bar S\,\overline{S^{-1}}=1$, and the closing `calc` is the last display.

```lean
/-- If `U conj(U) = 1`, then `U = S conj(S)⁻¹` for an invertible `S` of the form
`c + conj(c) U`. -/
theorem involution_factorization (U : Matrix n n ℂ) (hU : U * conjMat U = 1) :
    ∃ (c : ℂ) (S : (Matrix n n ℂ)ˣ),
      (S : Matrix n n ℂ) = c • (1 : Matrix n n ℂ) + (starRingEnd ℂ) c • U ∧
      U = (S : Matrix n n ℂ) * conjMat ((S⁻¹ : (Matrix n n ℂ)ˣ) : Matrix n n ℂ) := by
  obtain ⟨c, S, hS⟩ := exists_isUnit_combination U
  refine ⟨c, S, hS, ?_⟩
  -- the columns of S are fixed by the antilinear map
  have h : U * conjMat (S : Matrix n n ℂ) = S := by
    rw [hS, map_add, conjMat_smul, conjMat_smul, map_one, Complex.conj_conj, mul_add,
      mul_smul_comm, mul_smul_comm, hU, mul_one, add_comm]
  have h2 : conjMat (S : Matrix n n ℂ) * conjMat ((S⁻¹ : (Matrix n n ℂ)ˣ) : Matrix n n ℂ) = 1 := by
    rw [← map_mul, Units.mul_inv, map_one]
  calc U = U * (conjMat (S : Matrix n n ℂ) *
        conjMat ((S⁻¹ : (Matrix n n ℂ)ˣ) : Matrix n n ℂ)) := by rw [h2, mul_one]
    _ = _ := by rw [← mul_assoc, h]
```

## The equivalence

Suppose first that $H=SRS^{-1}$ with $R$ real, so that $\bar R=R$. Put $U=S\bar S^{-1}$. Then

$$U\bar U=S\bar S^{-1}\,\bar S S^{-1}=1,$$

$$U\bar H=S\bar S^{-1}\,\bar S R\bar S^{-1}=SR\bar S^{-1}=SRS^{-1}\,S\bar S^{-1}=HU .$$

This $U$ represents ordinary complex conjugation in the basis where $H$ is real, carried back to the original basis.

Conversely, let $U$ satisfy both symmetry conditions, and factor it as $U=S\bar S^{-1}$. This gives $U\bar S=S$ and $\bar S^{-1}=S^{-1}U$. Hence

$$\overline{S^{-1}HS}=\bar S^{-1}\bar H\bar S=S^{-1}U\bar H\bar S=S^{-1}HU\bar S=S^{-1}HS .$$

The matrix $R=S^{-1}HS$ equals its own conjugate, so its entries are real, and $H=SRS^{-1}$.

The two bullets after `constructor` follow these two directions. In the second, `h3` and `h4` are the two consequences of the factorisation, and `hfix` is the last display. Lean then defines the real matrix by taking the real part of each entry of $S^{-1}HS$, and `hreal` confirms that this discards nothing.

```lean
/-- A complex matrix is similar to a real matrix exactly when it commutes with an antilinear
map `v ↦ U conj(v)` that squares to one. -/
theorem isSimilarToReal_iff (H : Matrix n n ℂ) :
    IsSimilarToReal H ↔ ∃ U, IsAntilinearSymmetry U H := by
  constructor
  · rintro ⟨S, R, hH⟩
    have hR : conjMat (R.map Complex.ofRealHom) = R.map Complex.ofRealHom := by
      ext i j
      simp [conjMat]
    have h1 : conjMat ((S⁻¹ : (Matrix n n ℂ)ˣ) : Matrix n n ℂ) * conjMat (S : Matrix n n ℂ) = 1 := by
      rw [← map_mul, Units.inv_mul, map_one]
    -- transport plain conjugation from the real basis
    refine ⟨(S : Matrix n n ℂ) * conjMat ((S⁻¹ : (Matrix n n ℂ)ˣ) : Matrix n n ℂ), ?_, ?_⟩
    · rw [map_mul, conjMat_conjMat, mul_assoc, ← mul_assoc (conjMat _) (conjMat _), h1,
        one_mul, Units.mul_inv]
    · rw [hH, map_mul, map_mul, hR]
      simp only [mul_assoc]
      rw [← mul_assoc (conjMat _) (conjMat _), h1, one_mul, Units.inv_mul_cancel_left]
  · rintro ⟨U, hU, hUH⟩
    obtain ⟨c, S, -, hS⟩ := involution_factorization U hU
    have h1 : conjMat ((S⁻¹ : (Matrix n n ℂ)ˣ) : Matrix n n ℂ) * conjMat (S : Matrix n n ℂ) = 1 := by
      rw [← map_mul, Units.inv_mul, map_one]
    have h3 : U * conjMat (S : Matrix n n ℂ) = S := by
      rw [hS, mul_assoc, h1, mul_one]
    have h4 : conjMat ((S⁻¹ : (Matrix n n ℂ)ˣ) : Matrix n n ℂ)
        = ((S⁻¹ : (Matrix n n ℂ)ˣ) : Matrix n n ℂ) * U := by
      rw [hS, Units.inv_mul_cancel_left]
    -- in the basis S the matrix equals its own conjugate
    have hfix : conjMat (((S⁻¹ : (Matrix n n ℂ)ˣ) : Matrix n n ℂ) * H * (S : Matrix n n ℂ))
        = ((S⁻¹ : (Matrix n n ℂ)ˣ) : Matrix n n ℂ) * H * (S : Matrix n n ℂ) := by
      rw [map_mul, map_mul, h4, mul_assoc _ U, hUH, mul_assoc, mul_assoc H, h3, ← mul_assoc]
    refine ⟨S, (((S⁻¹ : (Matrix n n ℂ)ˣ) : Matrix n n ℂ) * H * (S : Matrix n n ℂ)).map
      Complex.re, ?_⟩
    have hreal : ((((S⁻¹ : (Matrix n n ℂ)ˣ) : Matrix n n ℂ) * H *
        (S : Matrix n n ℂ)).map Complex.re).map Complex.ofRealHom
        = ((S⁻¹ : (Matrix n n ℂ)ˣ) : Matrix n n ℂ) * H * (S : Matrix n n ℂ) := by
      ext i j
      exact Complex.conj_eq_iff_re.mp (congrFun (congrFun hfix i) j)
    rw [hreal, mul_assoc, mul_assoc, Units.mul_inv, mul_one, Units.mul_inv_cancel_left]
```

For finite non-Hermitian models that have such a symmetry, for instance tight-binding matrices with a PT symmetry that squares to one, the theorem means that the eigenvalue problem can be rewritten for a real matrix. It makes no statement about the numerical conditioning of $S$.

The condition $U\bar U=1$ matters even in dimension one. Take $H=(i)$ and $U=(0)$. Then $U\bar H=0=HU$, yet $H$ is not similar to a real matrix, since a change of basis leaves a $1\times1$ matrix unchanged. The example relies on a singular $U$. For the factorisation, invertibility would not be enough: every matrix of the form $U=S\bar S^{-1}$ satisfies $U\bar U=1$, which excludes the Kramers-type case $U\bar U=-1$. This concerns $U$ and not $H$. Any invertible $U$ with $U\bar H=HU$ makes $H$ similar to $\bar H$, so the Jordan blocks of non-real eigenvalues occur in conjugate pairs, and $H$ is similar to a real matrix by the real Jordan form. A matrix with a Kramers-type symmetry therefore has a real form too, but the involution supplied by the theorem is then a different antilinear map.

A different model would add the requirement that $U$ be unitary, as for an antiunitary symmetry in the usual Hilbert space. The other side of the equivalence would then change as well: $H$ would have to be *unitarily* similar to a real matrix. Indeed, a unitary $U$ with $U\bar U=1$ is symmetric and can be written as $WW^{\mathsf T}$ with $W$ unitary, and $W$ then serves as the change of basis. The version used here also admits non-orthogonal bases. From dimension three on, it covers more non-Hermitian matrices; in smaller dimensions, a matrix similar to a real one is already unitarily similar to a real one.

## Real characteristic polynomial and paired eigenvalues

Similar matrices have the same characteristic polynomial. If $H=SRS^{-1}$, then

$$\det(x-H)=\det\!\big(S(x-R)S^{-1}\big)=\det(x-R),$$

and the right-hand side has real coefficients because $R$ is real. Non-real eigenvalues of $H$ therefore occur in complex-conjugate pairs with equal algebraic multiplicity.

The Lean statement provides a polynomial `p` over the real numbers whose image over $\mathbb C$ is the characteristic polynomial of `H`. The proof obtains $R$ from the equivalence and uses its characteristic polynomial as `p`.

```lean
/-- The characteristic polynomial of a matrix with such an antilinear symmetry has real
coefficients. -/
theorem charpoly_real {U H : Matrix n n ℂ} (h : IsAntilinearSymmetry U H) :
    ∃ p : Polynomial ℝ, H.charpoly = p.map Complex.ofRealHom := by
  obtain ⟨S, R, hH⟩ := (isSimilarToReal_iff H).mpr ⟨U, h⟩
  exact ⟨R.charpoly, by
    rw [hH, Matrix.coe_units_inv, Matrix.charpoly_units_conj, Matrix.charpoly_map]⟩
```

The symmetry also acts directly on eigenvectors. Let $Hv=zv$ with $v\neq0$. Then

$$H(U\bar v)=U\bar H\bar v=U\,\overline{Hv}=\bar z\,U\bar v .$$

The vector $U\bar v$ is not zero. For square matrices, $U\bar U=1$ implies $\bar UU=1$, so $U\bar v=0$ would give $\bar v=\bar UU\bar v=0$ and hence $v=0$. Thus $U\bar v$ is an eigenvector with eigenvalue $\bar z$.

In Lean, `star v` is $\bar v$, `star z` is $\bar z$, and `*ᵥ` applies a matrix to a vector. The theorem states both that the new vector is nonzero and that it satisfies the eigenvalue equation. When $z$ is real, $U\bar v$ may be proportional to $v$, so this symmetry does not force a Kramers degeneracy.

```lean
/-- Let `U` define an antilinear symmetry of `H` in the sense of `IsAntilinearSymmetry`. If `v` is
an eigenvector of `H` with eigenvalue `z`, then `U conj(v)` is an eigenvector of `H` with eigenvalue
`conj(z)`. -/
theorem conjugate_eigenvector {U H : Matrix n n ℂ} (h : IsAntilinearSymmetry U H)
    {v : n → ℂ} {z : ℂ} (hv : v ≠ 0) (hz : H *ᵥ v = z • v) :
    U *ᵥ star v ≠ 0 ∧ H *ᵥ (U *ᵥ star v) = star z • (U *ᵥ star v) := by
  constructor
  · intro h0
    have h1 : conjMat U * U = 1 := mul_eq_one_comm.mp h.involutive
    have h2 : star v = 0 := by
      rw [← Matrix.one_mulVec (star v), ← h1, ← Matrix.mulVec_mulVec, h0, Matrix.mulVec_zero]
    exact hv (star_eq_zero.mp h2)
  · have hc : conjMat H *ᵥ star v = star (H *ᵥ v) := by
      ext i
      simp [conjMat, Matrix.mulVec, dotProduct]
    rw [Matrix.mulVec_mulVec, ← h.commutes, ← Matrix.mulVec_mulVec, hc, hz, star_smul,
      Matrix.mulVec_smul]
```

## Two modes with balanced gain and loss

Consider two modes with real coupling $g$ and balanced imaginary on-site terms set by a real rate $\gamma$:

$$H=\begin{pmatrix} i\gamma & g\\ g&-i\gamma\end{pmatrix}.$$

With time evolution $e^{-iHt}$ and $\gamma>0$, the term $i\gamma$ describes gain in the first mode and $-i\gamma$ describes loss in the second. These terms are an effective description of exchange with an environment, which is not itself part of the model.

```lean
/-- Two modes with gain and loss rate `γ` and real coupling `g`. -/
def gainLossDimer (γ g : ℝ) : Matrix (Fin 2) (Fin 2) ℂ :=
  !![I * γ, (g : ℂ); (g : ℂ), -(I * γ)]
```

Conjugation turns gain into loss, and exchanging the modes restores the original arrangement. With the exchange matrix

$$U=\begin{pmatrix}0&1\\1&0\end{pmatrix},$$

which is real and squares to one, $U\bar U=1$. Direct multiplication gives

$$U\bar H=\begin{pmatrix} g&i\gamma\\-i\gamma&g\end{pmatrix}=HU .$$

Lean checks the two matrix equations entry by entry, with `fin_cases` running through the indices. The result holds for all real $\gamma$ and $g$, so by the equivalence every such dimer is similar to a real matrix.

A real form does not imply real eigenvalues. Here they satisfy $z^2=g^2-\gamma^2$, so they are real for $|g|\ge|\gamma|$ and form an imaginary conjugate pair for $|g|<|\gamma|$. The antilinear symmetry is present in both regimes.

```lean
/-- Exchange of the two modes combined with complex conjugation is an antilinear symmetry of
the gain-loss dimer. -/
theorem gainLossDimer_witness (γ g : ℝ) :
    IsAntilinearSymmetry !![0, 1; 1, 0] (gainLossDimer γ g) := by
  constructor
  · ext i j
    fin_cases i <;> fin_cases j <;> simp [conjMat, Matrix.mul_apply, Fin.sum_univ_succ]
  · ext i j
    fin_cases i <;> fin_cases j <;>
      simp [conjMat, gainLossDimer, Matrix.mul_apply, Fin.sum_univ_succ]

end

end AntilinearSymmetryRealForm
```

```lean
#print axioms AntilinearSymmetryRealForm.isSimilarToReal_iff
#print axioms AntilinearSymmetryRealForm.charpoly_real
#print axioms AntilinearSymmetryRealForm.conjugate_eigenvector
```

```
'AntilinearSymmetryRealForm.isSimilarToReal_iff' depends on axioms: [propext, Classical.choice, Quot.sound]
'AntilinearSymmetryRealForm.charpoly_real' depends on axioms: [propext, Classical.choice, Quot.sound]
'AntilinearSymmetryRealForm.conjugate_eigenvector' depends on axioms: [propext, Classical.choice, Quot.sound]
```
